# Two-point extrapolation removes the leading inverse-power basis-set error when the energy increments are regular

The basis-set hierarchy is modelled as a bare sequence of real energies, `E : ℕ → ℝ`, indexed by the cardinal number $n$. No Hamiltonian or orbital enters. Two properties are assumed: $E_n$ converges to a limit $E_\infty$ (`Einf`), and the increments $d_n=E_{n+1}-E_n$ satisfy

$$(n+1)^{p+1}d_n\to -C$$

for an integer power $p\ge1$ (`p ≠ 0`) and a real constant $C$. This condition stands for the slow convergence caused by the electron–electron cusp. For $p=3$ it carries the inverse-fourth-power law of partial-wave increments, which holds in the angular momentum, over to the cardinal number of the basis set, with $C$ as its strength. It is not derived from the cusp here.

Under these assumptions the problems below concern the extrapolation of correlation energies in the limit of large cardinal number; they give no error bound at finite $n$. In Lean, `Tendsto f atTop (𝓝 a)` says that $f_n\to a$ as $n\to\infty$.

```lean
import Mathlib

open Filter Topology

namespace BasisSetExtrapolation
```

With $D_n=(n+1)^p-n^p$, the two-point estimate from cardinal numbers $n$ and $n+1$ is

$$X_n=\frac{(n+1)^pE_{n+1}-n^pE_n}{D_n}.$$

```lean
/-- The two-point inverse-power estimate of the basis-set limit from the energies at cardinal
numbers `n` and `n + 1`, for a power `p ≥ 1`. -/
noncomputable def extrap (p : ℕ) (E : ℕ → ℝ) (n : ℕ) : ℝ :=
  (((n : ℝ) + 1) ^ p * E (n + 1) - (n : ℝ) ^ p * E n) / (((n : ℝ) + 1) ^ p - (n : ℝ) ^ p)
```

The solutions also use the weight $w_n=n^p/\big((n+1)D_n\big)$.

```lean
/-- The weight with which the last energy increment, multiplied by `(n + 1) ^ (p + 1)`, enters the
extrapolation error multiplied by `(n + 1) ^ p`, for a power `p ≥ 1`. -/
noncomputable def weight (p n : ℕ) : ℝ :=
  (n : ℝ) ^ p / (((n : ℝ) + 1) * (((n : ℝ) + 1) ^ p - (n : ℝ) ^ p))
```

## (a) The weight at large cardinal number

Show that

$$w_n\to\frac1p.$$

Put $M=n+1$ and $t=n/M=1-1/M$, so that $M(1-t)=1$. The geometric sum gives

$$M(M^p-n^p)=M^{p+1}(1-t)\sum_{i=0}^{p-1}t^i=M^p\sum_{i=0}^{p-1}t^i .$$

Hence $w_n=t^p/\sum_{i=0}^{p-1}t^i$. As $t\to1$, the numerator tends to 1 and the sum to $p$.

In the proof, `key` is this rewriting and `hG` is the continuity of the quotient at $t=1$.

```lean
/-- For a nonzero power `p`, the weight `n ^ p / ((n + 1) * ((n + 1) ^ p - n ^ p))` tends to `1 / p`
as `n` grows. -/
theorem weight_tendsto {p : ℕ} (hp : p ≠ 0) :
    Tendsto (weight p) atTop (𝓝 (1 / (p : ℝ))) := by
  -- in terms of t = n / (n + 1) the weight is t ^ p divided by a geometric sum
  have key : ∀ M t : ℝ, M ≠ 0 → M * (1 - t) = 1 →
      (M * t) ^ p / (M * (M ^ p - (M * t) ^ p)) = t ^ p / ∑ i ∈ Finset.range p, t ^ i := by
    intro M t hM h1
    have hgeom := mul_neg_geom_sum t p
    have hden : M * (M ^ p - (M * t) ^ p) = M ^ p * ∑ i ∈ Finset.range p, t ^ i := by
      rw [mul_pow]
      linear_combination (-(M * M ^ p)) * hgeom + M ^ p * (∑ i ∈ Finset.range p, t ^ i) * h1
    rw [hden, mul_pow, mul_div_mul_left _ _ (pow_ne_zero p hM)]
  have ht : Tendsto (fun n : ℕ => 1 - 1 / ((n : ℝ) + 1)) atTop (𝓝 1) := by
    simpa using (tendsto_one_div_add_atTop_nhds_zero_nat (𝕜 := ℝ)).const_sub 1
  have hc : Continuous fun t : ℝ => ∑ i ∈ Finset.range p, t ^ i := by fun_prop
  have hG : ContinuousAt (fun t : ℝ => t ^ p / ∑ i ∈ Finset.range p, t ^ i) 1 :=
    (continuous_pow p).continuousAt.div hc.continuousAt (by simp [hp])
  have h := hG.tendsto.comp ht
  simp only [one_pow, Finset.sum_const, Finset.card_range, nsmul_eq_mul, mul_one] at h
  refine h.congr fun n => ?_
  have hM : (n : ℝ) + 1 ≠ 0 := by positivity
  have hn : ((n : ℝ) + 1) * (1 - 1 / ((n : ℝ) + 1)) = n := by
    rw [mul_sub, mul_one, mul_one_div_cancel hM]
    ring
  have hk := key ((n : ℝ) + 1) (1 - 1 / ((n : ℝ) + 1)) hM
    (by rw [sub_sub_cancel, mul_one_div_cancel hM])
  rw [hn] at hk
  exact hk.symm
```

## (b) A sign from monotonicity

Let $u_n\to0$ with $u_n\le u_{n+1}$ for all $n\ge N$. Show that

$$u_n\le0\qquad(n\ge N).$$

For fixed $n\ge N$, $u_n\le u_{n+k}$ for every $k\ge0$. Letting $k\to\infty$ gives $u_n\le0$. The proof states the monotonicity of the shifted sequence as `hm` and then takes the limit.

```lean
/-- A sequence that tends to zero and does not decrease from `N` on is nonpositive from `N` on. -/
theorem nonpos_of_increasing {u : ℕ → ℝ} (hu : Tendsto u atTop (𝓝 0)) {N : ℕ}
    (h : ∀ n ≥ N, u n ≤ u (n + 1)) : ∀ n ≥ N, u n ≤ 0 := by
  intro n hn
  have hm : Monotone fun k => u (k + n) := monotone_nat_of_le_succ fun k => by
    show u (k + n) ≤ u (k + 1 + n)
    rw [show k + 1 + n = k + n + 1 by omega]
    exact h (k + n) (by omega)
  have h0 := hm.ge_of_tendsto ((tendsto_add_atTop_iff_nat n).2 hu) 0
  simpa using h0
```

## (c) A discrete l'Hôpital rule

Let $e_n\to0$ and $a_n\to0$, with $a_n$ eventually positive and strictly decreasing. Show that

$$\frac{e_n-e_{n+1}}{a_n-a_{n+1}}\to l\quad\Longrightarrow\quad\frac{e_n}{a_n}\to l .$$

Given $\varepsilon>0$, for all large $n$

$$(l-\tfrac\varepsilon2)(a_n-a_{n+1})<e_n-e_{n+1}<(l+\tfrac\varepsilon2)(a_n-a_{n+1}).$$

The right inequality says that $e_n-(l+\frac\varepsilon2)a_n$ increases. It tends to zero, so by (b) it is at most zero. The left inequality does the same for $(l-\frac\varepsilon2)a_n-e_n$. Dividing by $a_n>0$ gives $|e_n/a_n-l|\le\varepsilon/2<\varepsilon$.

The double inequality is `step`; the two applications of (b) are `up` and `lo`.

```lean
/-- Discrete l'Hôpital rule: if `e` and `a` tend to zero, `a` is eventually positive and strictly
decreasing, and the ratio of their increments tends to `l`, then `e / a` tends to `l`. -/
theorem ratio_of_increments {e a : ℕ → ℝ} {l : ℝ} (he : Tendsto e atTop (𝓝 0))
    (ha : Tendsto a atTop (𝓝 0)) (hpos : ∀ᶠ n in atTop, 0 < a n)
    (hdec : ∀ᶠ n in atTop, a (n + 1) < a n)
    (h : Tendsto (fun n => (e n - e (n + 1)) / (a n - a (n + 1))) atTop (𝓝 l)) :
    Tendsto (fun n => e n / a n) atTop (𝓝 l) := by
  rw [Metric.tendsto_atTop]
  intro ε hε
  obtain ⟨N, hN⟩ := eventually_atTop.1
    (((Metric.tendsto_nhds.1 h) (ε / 2) (half_pos hε)).and (hpos.and hdec))
  have step : ∀ n ≥ N, (l - ε / 2) * (a n - a (n + 1)) < e n - e (n + 1) ∧
      e n - e (n + 1) < (l + ε / 2) * (a n - a (n + 1)) := by
    intro n hn
    obtain ⟨h1, _, h3⟩ := hN n hn
    have hd : 0 < a n - a (n + 1) := sub_pos.2 h3
    rw [Real.dist_eq, abs_lt] at h1
    exact ⟨(lt_div_iff₀ hd).1 (by linarith [h1.1]), (div_lt_iff₀ hd).1 (by linarith [h1.2])⟩
  -- summing the increments to infinity bounds e by multiples of a
  have up := nonpos_of_increasing (u := fun n => e n - (l + ε / 2) * a n) (N := N)
    (by simpa using he.sub (ha.const_mul (l + ε / 2)))
    (fun n hn => by linarith [(step n hn).2])
  have lo := nonpos_of_increasing (u := fun n => (l - ε / 2) * a n - e n) (N := N)
    (by simpa using (ha.const_mul (l - ε / 2)).sub he)
    (fun n hn => by linarith [(step n hn).1])
  refine ⟨N, fun n hn => ?_⟩
  have hp := (hN n hn).2.1
  have h1 : e n / a n ≤ l + ε / 2 := (div_le_iff₀ hp).2 (by linarith [up n hn])
  have h2 : l - ε / 2 ≤ e n / a n := (le_div_iff₀ hp).2 (by linarith [lo n hn])
  rw [Real.dist_eq, abs_lt]
  constructor <;> linarith
```

## (d) From increments to the remaining error

Under the two assumptions on the energies, show that

$$n^p(E_n-E_\infty)\to\frac Cp .$$

Apply (c) with $e_n=E_n-E_\infty$ and $a_n=n^{-p}$ for $n\ge1$. Since $a_n-a_{n+1}=D_n/\big(n^p(n+1)^p\big)$,

$$\frac{e_n-e_{n+1}}{a_n-a_{n+1}}=-d_n\frac{n^p(n+1)^p}{D_n}=-(n+1)^{p+1}d_n\,w_n\to C\cdot\frac1p .$$

So $e_n/a_n=n^p(E_n-E_\infty)$ has the same limit. The algebra of the displayed ratio is `alg`, and its limit is `hlim`.

```lean
/-- If the energies converge to `Einf` and their increments behave as `-C / n ^ (p + 1)` with
`p ≠ 0`, the remaining basis-set error behaves as `C / (p n ^ p)`. -/
theorem tail_of_increments {p : ℕ} (hp : p ≠ 0) {E : ℕ → ℝ} {Einf C : ℝ}
    (hE : Tendsto E atTop (𝓝 Einf))
    (hC : Tendsto (fun n : ℕ => ((n : ℝ) + 1) ^ (p + 1) * (E (n + 1) - E n)) atTop (𝓝 (-C))) :
    Tendsto (fun n : ℕ => (n : ℝ) ^ p * (E n - Einf)) atTop (𝓝 (C / p)) := by
  have alg : ∀ x y M d : ℝ, x ≠ 0 → y ≠ 0 → M ≠ 0 → y - x ≠ 0 →
      -(y * M * d) * (x / (M * (y - x))) = -d / (x⁻¹ - y⁻¹) := by
    intro x y M d hx hy hM hd
    rw [inv_sub_inv hx hy, div_div_eq_mul_div, mul_div_assoc',
      div_eq_div_iff (mul_ne_zero hM hd) hd]
    ring
  have hlt : ∀ n : ℕ, (n : ℝ) ^ p < ((n : ℝ) + 1) ^ p := fun n =>
    pow_lt_pow_left₀ (lt_add_one _) (Nat.cast_nonneg n) hp
  have hpos : ∀ n : ℕ, 1 ≤ n → 0 < (n : ℝ) ^ p := fun n hn =>
    pow_pos (Nat.cast_pos.2 hn) p
  have hlim := hC.neg.mul (weight_tendsto hp)
  rw [show -(-C) * (1 / (p : ℝ)) = C / p by ring] at hlim
  -- compare the error with the model sequence n ^ (-p)
  have h := ratio_of_increments (e := fun n => E n - Einf) (a := fun n : ℕ => ((n : ℝ) ^ p)⁻¹)
    (l := C / p) (by simpa using hE.sub_const Einf)
    (tendsto_inv_atTop_zero.comp ((tendsto_pow_atTop hp).comp tendsto_natCast_atTop_atTop))
    (eventually_atTop.2 ⟨1, fun n hn => inv_pos.2 (hpos n hn)⟩)
    (eventually_atTop.2 ⟨1, fun n hn => by
      simp only [Nat.cast_add, Nat.cast_one]
      exact inv_strictAnti₀ (hpos n hn) (hlt n)⟩)
    (hlim.congr' (eventually_atTop.2 ⟨1, fun n hn => by
      have hk := alg ((n : ℝ) ^ p) (((n : ℝ) + 1) ^ p) ((n : ℝ) + 1) (E (n + 1) - E n)
        (hpos n hn).ne' (by positivity) (by positivity) (sub_pos.2 (hlt n)).ne'
      simp only [Nat.cast_add, Nat.cast_one, weight, pow_succ]
      rw [hk]
      congr 1
      ring⟩))
  refine h.congr fun n => ?_
  show (E n - Einf) / ((n : ℝ) ^ p)⁻¹ = _
  rw [div_inv_eq_mul, mul_comm]
```

## (e) An identity for the extrapolation error

For any sequence $E$ and any number $E_\infty$, show that

$$(n+1)^p(X_n-E_\infty)=(n+1)^p(E_{n+1}-E_\infty)+(n+1)^{p+1}d_n\,w_n .$$

The numerator of $X_n$ equals $D_nE_{n+1}+n^pd_n$. Therefore

$$X_n-E_\infty=E_{n+1}-E_\infty+\frac{n^p}{D_n}d_n,\qquad \frac{n^p}{D_n}=(n+1)w_n,$$

and multiplication by $(n+1)^p$ finishes the calculation. No limit is involved, so the identity holds for every $n$, including $n=0$.

```lean
/-- For `p ≠ 0`, the error of the two-point estimate times `(n + 1) ^ p` is the error of the larger
basis times `(n + 1) ^ p`, plus the last increment times `(n + 1) ^ (p + 1)` and `weight p n`. -/
theorem extrap_error {p : ℕ} (hp : p ≠ 0) (E : ℕ → ℝ) (Einf : ℝ) (n : ℕ) :
    ((n : ℝ) + 1) ^ p * (extrap p E n - Einf) = ((n : ℝ) + 1) ^ p * (E (n + 1) - Einf) +
      ((n : ℝ) + 1) ^ (p + 1) * (E (n + 1) - E n) * weight p n := by
  have alg : ∀ x y M a b c : ℝ, M ≠ 0 → y - x ≠ 0 →
      y * ((y * b - x * a) / (y - x) - c) =
        y * (b - c) + y * M * (b - a) * (x / (M * (y - x))) := by
    intro x y M a b c hM hd
    have h1 : (y * b - x * a) / (y - x) = b + (b - a) * (x / (y - x)) := by
      rw [div_eq_iff hd, add_mul, mul_assoc, div_mul_cancel₀ _ hd]
      ring
    have h2 : M * (x / (M * (y - x))) = x / (y - x) := by
      rw [← mul_div_assoc, mul_div_mul_left _ _ hM]
    rw [h1]
    linear_combination (-(y * (b - a))) * h2
  rw [extrap, weight, pow_succ]
  exact alg _ _ _ _ _ _ (by positivity)
    (sub_pos.2 (pow_lt_pow_left₀ (lt_add_one _) (Nat.cast_nonneg n) hp)).ne'
```

## (f) When extrapolation removes the leading error

Suppose only that $n^p(E_n-E_\infty)\to C/p$. Show that

$$(n+1)^p(X_n-E_\infty)\to0\iff(n+1)^{p+1}d_n\to-C .$$

Write (e) as $R_n=T_n+I_nw_n$, where $R_n$ is the scaled extrapolation error, $T_n$ the scaled error of the larger basis and $I_n$ the scaled increment. Shifting the index gives $T_n\to C/p$. If $I_n\to-C$, then $R_n\to C/p-C/p=0$. Conversely, $w_n$ is eventually nonzero, and if $R_n\to0$ then

$$I_n=\frac{R_n-T_n}{w_n}\to\frac{-C/p}{1/p}=-C .$$

The two branches after `constructor` are these directions in reverse order.

Here $R_n\to0$ says only that the remaining error vanishes faster than $n^{-p}$; it need not be as small as $n^{-(p+1)}$. The limit of the scaled error alone does not ensure even this: adding $(-1)^n/n^{p+1}$ to an error $C/(pn^p)$ preserves that limit, but makes $I_n$ oscillate.

```lean
/-- Let the basis-set error behave as `C / (p n ^ p)` with `p ≠ 0`. Then the two-point estimate
removes this order exactly when the energy increments behave as `-C / n ^ (p + 1)`. -/
theorem extrap_gain_iff {p : ℕ} (hp : p ≠ 0) {E : ℕ → ℝ} {Einf C : ℝ}
    (hT : Tendsto (fun n : ℕ => (n : ℝ) ^ p * (E n - Einf)) atTop (𝓝 (C / p))) :
    Tendsto (fun n : ℕ => ((n : ℝ) + 1) ^ p * (extrap p E n - Einf)) atTop (𝓝 0) ↔
    Tendsto (fun n : ℕ => ((n : ℝ) + 1) ^ (p + 1) * (E (n + 1) - E n)) atTop (𝓝 (-C)) := by
  have hpR : (1 / (p : ℝ)) ≠ 0 := one_div_ne_zero (Nat.cast_ne_zero.2 hp)
  have hw := weight_tendsto hp
  have hT' : Tendsto (fun n : ℕ => ((n : ℝ) + 1) ^ p * (E (n + 1) - Einf)) atTop
      (𝓝 (C / p)) := by
    simpa only [Nat.cast_add, Nat.cast_one] using (tendsto_add_atTop_iff_nat 1).2 hT
  constructor
  · intro h
    -- solve the error identity for the increment
    have h1 := (h.sub hT').div hw hpR
    rw [show (0 - C / (p : ℝ)) / (1 / (p : ℝ)) = -C by rw [div_eq_iff hpR]; ring] at h1
    refine h1.congr' ((hw.eventually_ne hpR).mono fun n hn => ?_)
    show (_ - _) / weight p n = _
    rw [div_eq_iff hn, extrap_error hp]
    ring
  · intro h
    have h1 := hT'.add (h.mul hw)
    rw [show C / (p : ℝ) + -C * (1 / (p : ℝ)) = 0 by ring] at h1
    exact h1.congr fun n => (extrap_error hp E Einf n).symm
```

## (g) Comparison with the larger basis

Under the assumptions of (d) and $C\ne0$, show that

$$\frac{X_n-E_\infty}{E_{n+1}-E_\infty}\to0 .$$

Multiplying numerator and denominator by $(n+1)^p$ turns the ratio into $R_n/T_n$. By (d) and (f), it tends to $0/(C/p)=0$. The condition $C\ne0$ keeps the limiting denominator away from zero.

```lean
/-- Let the energies converge to `Einf` with increments behaving as `-C / n ^ (p + 1)`, `p ≠ 0`,
and `C ≠ 0`. Then the error of the two-point estimate, divided by the error of the larger of its
two basis sets, tends to zero. -/
theorem extrap_accelerates {p : ℕ} (hp : p ≠ 0) {E : ℕ → ℝ} {Einf C : ℝ} (hC0 : C ≠ 0)
    (hE : Tendsto E atTop (𝓝 Einf))
    (hC : Tendsto (fun n : ℕ => ((n : ℝ) + 1) ^ (p + 1) * (E (n + 1) - E n)) atTop (𝓝 (-C))) :
    Tendsto (fun n => (extrap p E n - Einf) / (E (n + 1) - Einf)) atTop (𝓝 0) := by
  have hT := tail_of_increments hp hE hC
  have hT' : Tendsto (fun n : ℕ => ((n : ℝ) + 1) ^ p * (E (n + 1) - Einf)) atTop
      (𝓝 (C / p)) := by
    simpa only [Nat.cast_add, Nat.cast_one] using (tendsto_add_atTop_iff_nat 1).2 hT
  have h := ((extrap_gain_iff hp hT).2 hC).div hT' (div_ne_zero hC0 (Nat.cast_ne_zero.2 hp))
  rw [zero_div] at h
  refine h.congr fun n => ?_
  have hM : ((n : ℝ) + 1) ^ p ≠ 0 := by positivity
  exact mul_div_mul_left _ _ hM
```

## (h) The inverse-cube case

Let $E_L\to E_\infty$ and $L^4(E_L-E_{L-1})\to-C$. Show that

$$L^3(E_L-E_\infty)\to\frac C3,\qquad L^3\left(\frac{L^3E_L-(L-1)^3E_{L-1}}{L^3-(L-1)^3}-E_\infty\right)\to0 .$$

Set $p=3$ in (d) and (f), with $L=n+1$ in the increment and in the estimate. Lean writes the first limit with $n$ itself as the cardinal number. The proof obtains the two limits as `hT` and `hX`.

```lean
/-- Inverse-cube extrapolation: if the energies converge to `Einf` and the increment to cardinal
number `L = n + 1`, multiplied by `L ^ 4`, tends to `-C`, then the error times the cube of the
cardinal number tends to `C / 3`, and the two-point error times `L ^ 3` tends to zero. -/
theorem inverse_cube_extrapolation {E : ℕ → ℝ} {Einf C : ℝ} (hE : Tendsto E atTop (𝓝 Einf))
    (hC : Tendsto (fun n : ℕ => ((n : ℝ) + 1) ^ 4 * (E (n + 1) - E n)) atTop (𝓝 (-C))) :
    Tendsto (fun n : ℕ => (n : ℝ) ^ 3 * (E n - Einf)) atTop (𝓝 (C / 3)) ∧
    Tendsto (fun n : ℕ => ((n : ℝ) + 1) ^ 3 *
      ((((n : ℝ) + 1) ^ 3 * E (n + 1) - (n : ℝ) ^ 3 * E n) /
        (((n : ℝ) + 1) ^ 3 - (n : ℝ) ^ 3) - Einf)) atTop (𝓝 0) := by
  have hT := tail_of_increments (p := 3) (by norm_num) hE hC
  have hX := (extrap_gain_iff (p := 3) (by norm_num) hT).2 hC
  exact ⟨by simpa only [Nat.cast_ofNat] using hT, hX⟩

end BasisSetExtrapolation
```

```lean
#print axioms BasisSetExtrapolation.extrap_accelerates
#print axioms BasisSetExtrapolation.inverse_cube_extrapolation
```

```
'BasisSetExtrapolation.extrap_accelerates' depends on axioms: [propext, Classical.choice, Quot.sound]
'BasisSetExtrapolation.inverse_cube_extrapolation' depends on axioms: [propext, Classical.choice, Quot.sound]
```

## Numbers for cardinal numbers 2 and 3

Take $E_n-E_\infty=n^{-3}+n^{-4}$ for $n\ge1$, in arbitrary energy units, so $p=3$ and $C=3$. The errors at $n=2$ and $n=3$ are $3/16$ and $4/81\approx0.049$. The extrapolated error is

$$\frac{27\cdot\frac4{81}-8\cdot\frac3{16}}{27-8}=\frac{\frac43-\frac32}{19}=-\frac1{114}\approx-0.009 .$$

It is between five and six times smaller than the error of the larger basis, and the estimate lies below the limit.

## Extrapolating with the wrong power

Suppose the increments follow another integer power $q\ge1$, so that $(n+1)^{q+1}d_n\to-C$, while the estimate still uses $p$. Multiplying the unscaled identity in (e) by $(n+1)^q$ gives, by hand and without a Lean theorem here,

$$(n+1)^q(X_n-E_\infty)\to\frac Cq-\frac Cp .$$

For $C\ne0$ and $q\ne p$ the leading order survives, multiplied by $1-q/p$. Inverse-cube extrapolation of an inverse-fifth-power error leaves $-2/3$ of it.
